# For a point nucleus, the mean of $(\nabla V)^2$ outside radius $\varepsilon$ grows as $1/\varepsilon$ in an s state that is nonzero at the nucleus

First-order Douglas-Kroll-Hess theory omits a term of second order in the potential $V$. Expanded in $1/c$, with $c$ the speed of light, that term starts with a multiple of $(\nabla V)^2/c^4$, so counting powers suggests an error of order $c^{-4}$. For a point nucleus and an s state that does not vanish there, this estimate breaks down: the mean of $(\nabla V)^2$ is infinite, and an infinite coefficient times $c^{-4}$ predicts nothing.

What can be used is the rate of the divergence. Leave out a ball of radius $\varepsilon$ around the nucleus, and the mean grows as $1/\varepsilon$. If the cutoff is then placed at $\varepsilon = 1/c$, the term scales as $c^{-3}$. In atomic units $1/c$ is the reduced Compton wavelength of the electron, the length below which momenta reach $c$ and an expansion in $p/c$ loses its meaning. The cutoff is postulated here as a sharp radius; it is not derived from a Douglas-Kroll-Hess operator.

In the Lean code, `Ioi ε` is the half-line $r > \varepsilon$, `𝓝[>] 0` expresses approach to 0 from above, and `atTop` expresses growth to $+\infty$.

```lean
import Mathlib

open MeasureTheory Filter Set Topology

namespace DouglasKrollCutoff

noncomputable section
```

## The potential, the mean and the s state

In atomic units an electron in the field of a point charge $Z$ has the potential energy

$$V(r) = -\frac{Z}{r}.$$

```lean
/-- The Coulomb potential `-Z/r` of a point nucleus, for `r ≠ 0`. -/
def coulomb (Z r : ℝ) : ℝ := -Z / r
```

The gradient of a central potential has length $|V'(r)|$. An s state is $\psi = R(r)/\sqrt{4\pi}$ with a real radial function $R$, and the angular integral cancels the factor $1/4\pi$. The contribution from outside the ball is therefore

$$m(\varepsilon) = \int_\varepsilon^\infty V'(r)^2\, R(r)^2\, r^2\, dr .$$

```lean
/-- The integral of `V'(r)^2 R(r)^2 r^2` over `r > ε`. For a normalised radial function `R` it is
the mean of `(grad V)^2` in the s state, with the ball of radius `ε` around the nucleus left out. -/
def meanGradSq (V R : ℝ → ℝ) (ε : ℝ) : ℝ :=
  ∫ r in Ioi ε, (deriv V r) ^ 2 * R r ^ 2 * r ^ 2
```

The definition takes the radial form as its starting point, with `deriv V r` for $V'(r)$. It does not divide by a norm, so $m(\varepsilon)$ is a mean in the quantum-mechanical sense when $\int_0^\infty R^2 r^2\,dr = 1$. For an $R$ with another finite, nonzero norm integral $N$, the mean is $m(\varepsilon)/N$.

The general limits use only three properties of $R$: it is measurable, it satisfies $|R(r)| \le M$ for all $r > 0$ with some constant $M$, and $R(r) \to a$ as $r \to 0^+$. The contact value $a$ fixes the density at the nucleus, $|\psi(0)|^2 = a^2/4\pi$.

```lean
/-- `R` is a measurable radial function, bounded for `r > 0`, that tends to the value `a`
at the nucleus. -/
structure IsSWave (R : ℝ → ℝ) (a : ℝ) : Prop where
  measurable : Measurable R
  bounded : ∃ M, ∀ r, 0 < r → |R r| ≤ M
  contact : Tendsto R (𝓝[>] 0) (𝓝 a)
```

`IsSWave R a` does not ask that $R$ solve a Schrödinger equation. It does exclude radial functions that are singular at the origin, such as those of the Dirac 1s state at a point nucleus.

The standard example, for $Z > 0$, is the hydrogenic 1s function

$$R_{1s}(r) = 2 Z^{3/2} e^{-Zr}.$$

```lean
/-- The hydrogenic 1s radial function `2 Z^(3/2) exp(-Z r)`, for `Z > 0`. -/
def hydrogen1s (Z r : ℝ) : ℝ := 2 * Z * √Z * Real.exp (-Z * r)
```

The code writes $Z^{3/2}$ as `Z * √Z`.

For $r \neq 0$, differentiating $-Z r^{-1}$ gives

$$V'(r) = \frac{Z}{r^2}.$$

```lean
/-- Away from the nucleus the radial derivative of the Coulomb potential is `Z/r^2`. -/
theorem coulomb_hasDerivAt (Z : ℝ) {r : ℝ} (hr : r ≠ 0) :
    HasDerivAt (coulomb Z) (Z / r ^ 2) r := by
  have e : coulomb Z = fun r => -Z * r⁻¹ := by
    funext r
    simp only [coulomb, div_eq_mul_inv]
  rw [e]
  exact ((hasDerivAt_inv hr).const_mul (-Z)).congr_deriv (by ring)
```

## Scaling the tail onto a fixed domain

Let $f$ be measurable, with $|f(r)| \le M$ for $r > 0$ and $f(r) \to a$ as $r \to 0^+$. Substitute $r = \varepsilon t$, $dr = \varepsilon\,dt$:

$$\varepsilon \int_\varepsilon^\infty \frac{f(r)}{r^2}\,dr = \varepsilon \int_1^\infty \frac{f(\varepsilon t)}{\varepsilon^2 t^2}\,\varepsilon\,dt = \int_1^\infty \frac{f(\varepsilon t)}{t^2}\,dt .$$

For each fixed $t$ the integrand tends to $a/t^2$. It is bounded by $M/t^2$, whose integral over $t > 1$ is $M$. Dominated convergence allows the limit to be taken inside the integral:

$$\lim_{\varepsilon\to0^+} \varepsilon \int_\varepsilon^\infty \frac{f(r)}{r^2}\,dr = a\int_1^\infty \frac{dt}{t^2} = a .$$

```lean
/-- If `f` is measurable, bounded for `r > 0` and tends to `a` at the origin, then `ε` times the
integral of `f(r)/r^2` over `r > ε` tends to `a` as `ε` tends to 0 from above. -/
theorem tail_limit {f : ℝ → ℝ} {a M : ℝ} (hf : Measurable f)
    (hM : ∀ r, 0 < r → |f r| ≤ M) (h0 : Tendsto f (𝓝[>] 0) (𝓝 a)) :
    Tendsto (fun ε => ε * ∫ r in Ioi ε, f r / r ^ 2) (𝓝[>] 0) (𝓝 a) := by
  have hpow : EqOn (fun t : ℝ => t ^ (-2 : ℝ)) (fun t => 1 / t ^ 2) (Ioi 1) := by
    intro t ht
    have ht0 : 0 ≤ t := zero_le_one.trans (le_of_lt ht)
    show t ^ (-2 : ℝ) = 1 / t ^ 2
    rw [Real.rpow_neg ht0, Real.rpow_two, one_div]
  have hint : IntegrableOn (fun t : ℝ => 1 / t ^ 2) (Ioi 1) :=
    (integrableOn_Ioi_rpow_of_lt (by norm_num : (-2 : ℝ) < -1) one_pos).congr_fun
      hpow measurableSet_Ioi
  have h2 : ∫ t in Ioi (1 : ℝ), t ^ (-2 : ℝ) = 1 := by
    rw [integral_Ioi_rpow_of_lt (by norm_num) one_pos]
    norm_num
  have h1 : ∫ t in Ioi (1 : ℝ), 1 / t ^ 2 = 1 :=
    (setIntegral_congr_fun measurableSet_Ioi hpow).symm.trans h2
  -- dominated convergence in the scaled variable `t = r/ε`
  have hlim : Tendsto (fun ε => ∫ t in Ioi (1 : ℝ), f (ε * t) * (1 / t ^ 2)) (𝓝[>] 0)
      (𝓝 (∫ t in Ioi (1 : ℝ), a * (1 / t ^ 2))) := by
    apply tendsto_integral_filter_of_dominated_convergence (fun t => M * (1 / t ^ 2))
    · exact Eventually.of_forall fun ε =>
        (by fun_prop : Measurable fun t => f (ε * t) * (1 / t ^ 2)).aestronglyMeasurable
    · filter_upwards [self_mem_nhdsWithin] with ε hε
      filter_upwards [ae_restrict_mem measurableSet_Ioi] with t ht
      have hε0 : 0 < ε := hε
      have ht0 : 0 < t := zero_lt_one.trans ht
      rw [norm_mul, Real.norm_eq_abs, Real.norm_of_nonneg (by positivity : (0 : ℝ) ≤ 1 / t ^ 2)]
      exact mul_le_mul_of_nonneg_right (hM _ (by positivity)) (by positivity)
    · exact Integrable.const_mul hint M
    · filter_upwards [ae_restrict_mem measurableSet_Ioi] with t ht
      have ht0 : 0 < t := zero_lt_one.trans ht
      have hs : Tendsto (fun ε : ℝ => ε * t) (𝓝 0) (𝓝 0) :=
        Continuous.tendsto' (by fun_prop) 0 0 (by simp)
      have hs' : Tendsto (fun ε : ℝ => ε * t) (𝓝[>] 0) (𝓝[>] 0) := by
        refine tendsto_nhdsWithin_iff.mpr ⟨hs.mono_left nhdsWithin_le_nhds, ?_⟩
        filter_upwards [self_mem_nhdsWithin] with ε hε
        exact mul_pos hε ht0
      exact (h0.comp hs').mul_const _
  rw [integral_const_mul, h1, mul_one] at hlim
  refine hlim.congr' ?_
  filter_upwards [self_mem_nhdsWithin] with ε hε
  have hε0 : 0 < ε := hε
  -- the substitution `r = ε t`
  have h := integral_comp_mul_left_Ioi (fun r => f r / r ^ 2) 1 hε0
  simp only [mul_one, smul_eq_mul] at h
  have h' : ∫ r in Ioi ε, f r / r ^ 2 = ε * ∫ t in Ioi (1 : ℝ), f (ε * t) / (ε * t) ^ 2 := by
    rw [h, mul_inv_cancel_left₀ hε0.ne']
  rw [h', ← integral_const_mul, ← integral_const_mul]
  refine setIntegral_congr_fun measurableSet_Ioi fun t ht => ?_
  have ht0 : t ≠ 0 := (zero_lt_one.trans ht).ne'
  field_simp
```

The facts `hint` and `h1` say that $1/t^2$ is integrable on $t > 1$ with integral 1. The limit in the scaled variable is `hlim`, and `integral_comp_mul_left_Ioi` supplies the substitution.

The proof turns on `tendsto_integral_filter_of_dominated_convergence`. The textbook theorem concerns a sequence of functions; this version accepts a continuous parameter, provided that its limit is described by a countably generated filter, as `𝓝[>] 0` is. It leaves four goals, which the four bullets settle in order: measurability of the integrands, the bound by $M/t^2$, integrability of that bound, and the pointwise limit.

When $a \neq 0$, dominated convergence cannot be applied directly in the variable $r$, before the substitution. There the integrand is $\varepsilon f(r)/r^2$ for $r > \varepsilon$ and zero otherwise, which tends to 0 at every fixed $r > 0$, although the integral tends to $a$. The weight moves into the origin. A bound on $\varepsilon/r^2$ valid for all small $\varepsilon < r$ must be at least $1/r$ near the origin, and that is not integrable. Scaling holds the weight in place on $t > 1$.

## The exponential integral up to a finite radius

Take $L > 0$ and let $f(r) = e^{-2Zr}$ for $r \le L$ and $f(r) = 0$ for $r > L$. Then $|f(r)| \le e^{2|Z|L}$ for $r > 0$, and $f(r) \to 1$ as $r \to 0^+$. For $0 < \varepsilon < L$ the integral over the half-line stops at $L$, so the tail limit gives

$$\lim_{\varepsilon\to0^+}\varepsilon\int_\varepsilon^L \frac{e^{-2Zr}}{r^2}\,dr = 1 .$$

```lean
/-- For every real `Z` and every `L > 0`, `ε` times the integral of `exp(-2 Z r)/r^2` from `ε`
to `L` tends to 1 as `ε` tends to 0 from above. -/
theorem cutoff_integral_limit (Z : ℝ) {L : ℝ} (hL : 0 < L) :
    Tendsto (fun ε => ε * ∫ r in ε..L, Real.exp (-2 * Z * r) / r ^ 2) (𝓝[>] 0) (𝓝 1) := by
  have hm : Measurable ((Iic L).indicator fun r => Real.exp (-2 * Z * r)) :=
    (by fun_prop : Measurable fun r : ℝ => Real.exp (-2 * Z * r)).indicator measurableSet_Iic
  have hb : ∀ r, 0 < r →
      |(Iic L).indicator (fun r => Real.exp (-2 * Z * r)) r| ≤ Real.exp (2 * |Z| * L) := by
    intro r hr
    by_cases h : r ∈ Iic L
    · rw [indicator_of_mem h, abs_of_pos (Real.exp_pos _)]
      apply Real.exp_le_exp.mpr
      have h1 : -Z * r ≤ |Z| * r := mul_le_mul_of_nonneg_right (neg_le_abs Z) hr.le
      have h2 : |Z| * r ≤ |Z| * L := mul_le_mul_of_nonneg_left h (abs_nonneg Z)
      linarith
    · rw [indicator_of_notMem h, abs_zero]
      positivity
  have hl : Tendsto ((Iic L).indicator fun r => Real.exp (-2 * Z * r)) (𝓝[>] 0) (𝓝 1) := by
    have hc : Tendsto (fun r : ℝ => Real.exp (-2 * Z * r)) (𝓝 0) (𝓝 1) :=
      Continuous.tendsto' (by fun_prop) 0 1 (by simp)
    refine (hc.mono_left nhdsWithin_le_nhds).congr' ?_
    filter_upwards [Ioo_mem_nhdsGT hL] with r hr
    simp [Set.indicator, hr.2.le]
  refine (tail_limit hm hb hl).congr' ?_
  filter_upwards [Ioo_mem_nhdsGT hL] with ε hε
  rw [intervalIntegral.integral_of_le hε.2.le, ← Ioi_inter_Iic,
    ← setIntegral_indicator measurableSet_Iic]
  congr 1
  refine setIntegral_congr_fun measurableSet_Ioi fun r _ => ?_
  by_cases h : r ≤ L <;> simp [Set.indicator, h]
```

The truncated exponential is the `indicator` of `Iic L`, and the three facts `hm`, `hb` and `hl` are the hypotheses of `tail_limit`. The sign of $Z$ plays no part. For $Z = 0$ the expression is $1 - \varepsilon/L$, which shows the limit directly.

## Linear divergence in an s state

With $V' = Z/r^2$ the integrand of the mean becomes

$$\frac{Z^2}{r^4}\,R(r)^2\,r^2 = \frac{Z^2R(r)^2}{r^2}.$$

This is $f(r)/r^2$ with $f = Z^2R^2$, which is bounded by $Z^2M^2$ and tends to $Z^2a^2$. Hence

$$\lim_{\varepsilon\to0^+}\varepsilon\, m(\varepsilon) = Z^2a^2 = 4\pi Z^2|\psi(0)|^2 .$$

```lean
/-- If `R` is measurable, bounded for `r > 0` and tends to `a` at the nucleus, then `ε` times
`meanGradSq` for the Coulomb potential `-Z/r` tends to `Z^2 a^2` as `ε` tends to 0 from above. -/
theorem meanGradSq_limit (Z : ℝ) {R : ℝ → ℝ} {a : ℝ} (hR : IsSWave R a) :
    Tendsto (fun ε => ε * meanGradSq (coulomb Z) R ε) (𝓝[>] 0) (𝓝 (Z ^ 2 * a ^ 2)) := by
  obtain ⟨M, hM⟩ := hR.bounded
  have hb : ∀ r, 0 < r → |Z ^ 2 * R r ^ 2| ≤ Z ^ 2 * M ^ 2 := by
    intro r hr
    have h := abs_le.mp (hM r hr)
    rw [abs_of_nonneg (by positivity)]
    exact mul_le_mul_of_nonneg_left (sq_le_sq' h.1 h.2) (sq_nonneg Z)
  refine (tail_limit ((hR.measurable.pow_const 2).const_mul (Z ^ 2)) hb
    ((hR.contact.pow 2).const_mul (Z ^ 2))).congr' ?_
  filter_upwards [self_mem_nhdsWithin] with ε hε
  unfold meanGradSq
  congr 1
  refine setIntegral_congr_fun measurableSet_Ioi fun r hr => ?_
  have hr0 : r ≠ 0 := (lt_trans (mem_Ioi.mp hε) (mem_Ioi.mp hr)).ne'
  rw [(coulomb_hasDerivAt Z hr0).deriv]
  field_simp
```

The final steps replace `deriv` by $Z/r^2$, which is allowed because $r > \varepsilon > 0$, and `field_simp` cancels the powers of $r$.

If $Z \neq 0$ and $a \neq 0$, the limit is positive. Writing

$$m(\varepsilon) = \bigl(\varepsilon\, m(\varepsilon)\bigr)\cdot\frac1\varepsilon$$

gives a factor with a positive limit times one that grows without bound, so $m(\varepsilon) \to +\infty$.

```lean
/-- If `Z ≠ 0` and `R` is measurable, bounded for `r > 0` and tends to a value `a ≠ 0` at the
nucleus, then `meanGradSq` for the Coulomb potential `-Z/r` grows without bound as `ε` tends to 0
from above. -/
theorem meanGradSq_diverges {Z a : ℝ} {R : ℝ → ℝ} (hZ : Z ≠ 0) (ha : a ≠ 0)
    (hR : IsSWave R a) : Tendsto (meanGradSq (coulomb Z) R) (𝓝[>] 0) atTop := by
  have hpos : 0 < Z ^ 2 * a ^ 2 := by positivity
  refine ((meanGradSq_limit Z hR).pos_mul_atTop hpos tendsto_inv_nhdsGT_zero).congr' ?_
  filter_upwards [self_mem_nhdsWithin] with ε hε
  have hε0 : ε ≠ 0 := (mem_Ioi.mp hε).ne'
  field_simp
```

The divergence is stated as a limit for good reason: Lean assigns the value 0 to a non-integrable integral, so `meanGradSq` at $\varepsilon = 0$ would report 0 here.

Without the condition $a \neq 0$ the divergence can fail. Take $R(r) = r e^{-r}$ for $r > 0$ and $R(r) = 0$ otherwise, which is bounded and has $a = 0$. Then

$$m(\varepsilon) = Z^2\int_\varepsilon^\infty e^{-2r}\,dr = \frac{Z^2}{2}e^{-2\varepsilon} \to \frac{Z^2}{2},$$

which is finite.

## A cutoff at $1/c$ gives $c^{-3}$

Set $\varepsilon = 1/c$. Then

$$c^3\cdot\frac{m(1/c)}{c^4} = \frac1c\, m\!\left(\frac1c\right) \to Z^2a^2 \qquad (c\to\infty).$$

```lean
/-- If `R` is measurable, bounded for `r > 0` and tends to `a` at the nucleus, then `meanGradSq` for
the Coulomb potential `-Z/r` with cutoff radius `1/c`, divided by `c^4` and multiplied by `c^3`,
tends to `Z^2 a^2` as `c` tends to infinity. -/
theorem cutoff_order_three (Z : ℝ) {R : ℝ → ℝ} {a : ℝ} (hR : IsSWave R a) :
    Tendsto (fun c : ℝ => c ^ 3 * (meanGradSq (coulomb Z) R c⁻¹ / c ^ 4)) atTop
      (𝓝 (Z ^ 2 * a ^ 2)) := by
  refine ((meanGradSq_limit Z hR).comp tendsto_inv_atTop_nhdsGT_zero).congr' ?_
  filter_upwards [eventually_gt_atTop 0] with c hc
  simp only [Function.comp_apply]
  generalize meanGradSq (coulomb Z) R c⁻¹ = m
  field_simp
```

The proof composes the previous limit with $c \mapsto 1/c$, which tends to 0 from above. The charge $Z$ and the function $R$ stay fixed as $c$ grows. When $Z$ and $a$ are nonzero, $m(1/c)/c^4$ is of exact order $c^{-3}$. For error estimates in low-order two-component calculations this means that, in a model with one electron, a point nucleus and a sharp cutoff, a term that looks like $c^{-4}$ contributes at $c^{-3}$.

## The constant $4Z^5$ for the 1s state

For $Z > 0$ the 1s function is normalised:

$$\int_0^\infty 4Z^3e^{-2Zr}r^2\,dr = 4Z^3\,\frac{\Gamma(3)}{(2Z)^3} = 4Z^3\cdot\frac{2}{8Z^3} = 1 .$$

```lean
/-- For `Z > 0` the hydrogenic 1s radial function is normalised. -/
theorem hydrogen1s_normalized {Z : ℝ} (hZ : 0 < Z) :
    ∫ r in Ioi (0 : ℝ), hydrogen1s Z r ^ 2 * r ^ 2 = 1 := by
  have h := Real.integral_rpow_mul_exp_neg_mul_Ioi (a := 3) (r := 2 * Z)
    (by norm_num) (by positivity)
  have hG : Real.Gamma 3 = 2 := by
    rw [show (3 : ℝ) = ((2 : ℕ) : ℝ) + 1 by norm_num, Real.Gamma_nat_eq_factorial]
    norm_num [Nat.factorial]
  have hp : (1 / (2 * Z)) ^ (3 : ℝ) = (1 / (2 * Z)) ^ 3 := by
    exact_mod_cast Real.rpow_natCast (1 / (2 * Z)) 3
  have e : ∫ r in Ioi (0 : ℝ), hydrogen1s Z r ^ 2 * r ^ 2 =
      ∫ r in Ioi (0 : ℝ), 4 * Z ^ 3 * (r ^ ((3 : ℝ) - 1) * Real.exp (-(2 * Z * r))) := by
    refine setIntegral_congr_fun measurableSet_Ioi fun r _ => ?_
    have h1 : r ^ ((3 : ℝ) - 1) = r ^ 2 := by
      rw [show (3 : ℝ) - 1 = 2 by norm_num, Real.rpow_two]
    have h2 : Real.exp (-(2 * Z * r)) = Real.exp (-Z * r) ^ 2 := by
      rw [← Real.exp_nat_mul]
      congr 1
      push_cast
      ring
    rw [h1, h2, hydrogen1s]
    linear_combination 4 * Z ^ 2 * Real.exp (-Z * r) ^ 2 * r ^ 2 * Real.sq_sqrt hZ.le
  rw [e, integral_const_mul, h, hG, hp]
  field_simp
  norm_num
```

Most of the code brings the integrand into the form of Mathlib's Gamma integral; `Real.sq_sqrt` supplies $(\sqrt Z)^2 = Z$.

The function is continuous, hence measurable. For $r > 0$ we have $0 < e^{-Zr} \le 1$, so $|R_{1s}(r)| \le 2Z^{3/2}$, and the contact value is $a = R_{1s}(0) = 2Z^{3/2}$.

```lean
/-- For `Z > 0` the hydrogenic 1s radial function is measurable, bounded for `r > 0`, and tends
to `2 Z^(3/2)` at the nucleus. -/
theorem hydrogen1s_isSWave {Z : ℝ} (hZ : 0 < Z) : IsSWave (hydrogen1s Z) (2 * Z * √Z) := by
  have hc : Continuous (hydrogen1s Z) := by
    unfold hydrogen1s
    fun_prop
  refine ⟨hc.measurable, ⟨2 * Z * √Z, fun r hr => ?_⟩,
    (hc.tendsto' 0 _ (by simp [hydrogen1s])).mono_left nhdsWithin_le_nhds⟩
  unfold hydrogen1s
  rw [abs_of_nonneg (by positivity)]
  exact mul_le_of_le_one_right (by positivity)
    (Real.exp_le_one_iff.mpr (by nlinarith [mul_pos hZ hr]))
```

Inserting this $a$ into the general law gives

$$\lim_{\varepsilon\to0^+}\varepsilon\, m(\varepsilon) = Z^2\left(2Z^{3/2}\right)^2 = 4Z^5 .$$

In the code, `e` is this identity, and `meanGradSq_limit` does the rest.

```lean
/-- In the hydrogenic 1s state with `Z > 0`, `ε` times the mean of `(grad V)^2` over `r > ε`, for
the Coulomb potential `V = -Z/r`, tends to `4 Z^5` as `ε` tends to 0 from above. -/
theorem hydrogen1s_limit {Z : ℝ} (hZ : 0 < Z) :
    Tendsto (fun ε => ε * meanGradSq (coulomb Z) (hydrogen1s Z) ε) (𝓝[>] 0)
      (𝓝 (4 * Z ^ 5)) := by
  have e : Z ^ 2 * (2 * Z * √Z) ^ 2 = 4 * Z ^ 5 := by
    linear_combination 4 * Z ^ 4 * Real.sq_sqrt hZ.le
  rw [← e]
  exact meanGradSq_limit Z (hydrogen1s_isSWave hZ)

end

end DouglasKrollCutoff
```

```lean
#print axioms DouglasKrollCutoff.meanGradSq_diverges
#print axioms DouglasKrollCutoff.cutoff_order_three
#print axioms DouglasKrollCutoff.hydrogen1s_normalized
#print axioms DouglasKrollCutoff.hydrogen1s_limit
```

```
'DouglasKrollCutoff.meanGradSq_diverges' depends on axioms: [propext, Classical.choice, Quot.sound]
'DouglasKrollCutoff.cutoff_order_three' depends on axioms: [propext, Classical.choice, Quot.sound]
'DouglasKrollCutoff.hydrogen1s_normalized' depends on axioms: [propext, Classical.choice, Quot.sound]
'DouglasKrollCutoff.hydrogen1s_limit' depends on axioms: [propext, Classical.choice, Quot.sound]
```
